# The nonadditive von Weizsäcker kinetic energy density of two positive, differentiable densities is never positive

**Q:** Before you show me any theorem, tell me what the objects are. On what space do the densities live?

**A:** On a space $E$ with a real inner product that is complete in the norm. Ordinary three-dimensional space is the case of interest, written `EuclideanSpace ℝ (Fin 3)` in Lean, and every finite-dimensional Euclidean space qualifies. Completeness is there because Mathlib's gradient needs it.

```lean
import Mathlib

open scoped InnerProductSpace

namespace NonadditiveWeizsaecker

noncomputable section

variable {E : Type*} [NormedAddCommGroup E] [InnerProductSpace ℝ E] [CompleteSpace E]
```

**Q:** And the kinetic energy density?

**A:** For a density $n : E \to \mathbb{R}$ it is
$$\tau_W[n](x) = \frac{\|\nabla n(x)\|^2}{8\,n(x)}.$$
The factor $1/8$ fixes Hartree atomic units. It comes from a single real orbital $\varphi = \sqrt{n}$, for which $\tfrac12\|\nabla\varphi\|^2 = \|\nabla n\|^2/(8n)$.

```lean
/-- The von Weizsäcker kinetic energy density `|∇n|² / (8 n)` of a density `n`. -/
def weizsaecker (n : E → ℝ) (x : E) : ℝ :=
  ‖gradient n x‖ ^ 2 / (8 * n x)
```

**Q:** "Nonadditive" could hide a convenient definition. What is subtracted from what?

**A:** The two subsystem values are subtracted from the value for the total density. With subsystem densities $a$ and $b$,
$$\tau_W^{\mathrm{nad}}[a,b] = \tau_W[a+b]-\tau_W[a]-\tau_W[b].$$
The code takes exactly this difference at one point $x$. The squared form that you'll see later is a theorem about it.

```lean
/-- The nonadditive Weizsäcker density of two subsystems: the value for the total density
minus the values for the separate subsystem densities. -/
def nonadditive (a b : E → ℝ) (x : E) : ℝ :=
  weizsaecker (fun y => a y + b y) x - weizsaecker a x - weizsaecker b x
```

Two more definitions are needed. The logarithmic gradient is $\nabla n/n$, written as the inverse of a number times a vector:

```lean
/-- The logarithmic gradient `∇n / n` of a density. -/
def logGradient (n : E → ℝ) (x : E) : E :=
  (n x)⁻¹ • gradient n x
```

The worked example uses Gaussians $e^{-\alpha\|y-A\|^2}$ with exponent $\alpha$ and centre $A$:

```lean
/-- The density `exp (-α |y - A|²)` with exponent `α` and centre `A`. -/
def gaussian (α : ℝ) (A : E) (y : E) : ℝ :=
  Real.exp (-α * ‖y - A‖ ^ 2)
```

**Q:** Those Gaussians aren't normalised.

**A:** No. In three dimensions, with $\alpha>0$, a density holding one electron carries the prefactor $(\alpha/\pi)^{3/2}$. If both densities get that prefactor, $\tau_W$ and its nonadditive part are multiplied by it too, so the normalised value is $(\alpha/\pi)^{3/2}$ times the one derived below.

**Q:** Is `gradient` the vector I know, or some abstract relative?

**A:** It is the vector you know, and the proofs turn on how it is defined. Mathlib's basic derivative, `fderiv ℝ f x`, is a linear map: it takes a direction $v$ to the directional derivative of $f$ if $f$ is differentiable at $x$, and it is set to zero otherwise. In a complete inner-product space every continuous linear map to $\mathbb{R}$ is the inner product with one fixed vector, by the Riesz representation theorem. The gradient is that vector, so
$$\langle \nabla f(x), v\rangle = Df(x)\,v .$$

```lean
/-- The inner product of the gradient with a vector `v` is `fderiv ℝ f x` applied to `v`. -/
theorem inner_gradient (f : E → ℝ) (x v : E) :
    inner ℝ (gradient f x) v = fderiv ℝ f x v := by
  unfold gradient
  exact InnerProductSpace.toDual_symm_apply
```

This lemma is used together with `ext_inner_right`, which says that two vectors are equal if their inner products with every $v$ agree. An equation between gradients thereby becomes an equation between directional derivatives, where the usual differentiation rules are available. No coordinates are chosen.

**Q:** Then derive the main identity as I would.

**A:** Fix $x$ and suppose that $a$ and $b$ are differentiable there, with $a(x)>0$ and $b(x)>0$. Write $g=\nabla a(x)$ and $h=\nabla b(x)$, and let $a,b$ stand for the values at $x$. The gradient of the sum is $g+h$, so over the common denominator $8ab(a+b)$ the numerator is
$$ab\,\|g+h\|^2 - b(a+b)\|g\|^2 - a(a+b)\|h\|^2 .$$
Expanding the first norm gives
$$ab\|g\|^2+2ab\langle g,h\rangle+ab\|h\|^2-ab\|g\|^2-b^2\|g\|^2-a^2\|h\|^2-ab\|h\|^2 .$$
The terms in $ab\|g\|^2$ and $ab\|h\|^2$ cancel. What remains is
$$-\left(b^2\|g\|^2-2ab\langle g,h\rangle+a^2\|h\|^2\right) = -\|b\,g-a\,h\|^2,$$
and therefore
$$\tau_W^{\mathrm{nad}}[a,b](x) = -\frac{\|b\nabla a-a\nabla b\|^2}{8ab(a+b)} .$$

The formal version has the same hypotheses: `ha` and `hb` are differentiability at $x$, and `hpa` and `hpb` are positivity at $x$. Nothing is required elsewhere.

```lean
/-- At a point where both densities are positive and differentiable, the nonadditive Weizsäcker
density is `-|b ∇a - a ∇b|² / (8 a b (a + b))`. -/
theorem nonadditive_eq {a b : E → ℝ} {x : E}
    (ha : DifferentiableAt ℝ a x) (hb : DifferentiableAt ℝ b x)
    (hpa : 0 < a x) (hpb : 0 < b x) :
    nonadditive a b x =
      -‖b x • gradient a x - a x • gradient b x‖ ^ 2 / (8 * a x * b x * (a x + b x)) := by
  -- the gradient of the total density is the sum of the subsystem gradients
  have hg : gradient (fun y => a y + b y) x = gradient a x + gradient b x := by
    apply ext_inner_right ℝ
    intro v
    rw [inner_add_left, inner_gradient, inner_gradient, inner_gradient,
      (ha.hasFDerivAt.fun_add hb.hasFDerivAt).fderiv]
    rfl
  have h1 : a x ≠ 0 := hpa.ne'
  have h2 : b x ≠ 0 := hpb.ne'
  have h3 : a x + b x ≠ 0 := (add_pos hpa hpb).ne'
  unfold nonadditive weizsaecker
  -- expand both squared norms and compare coefficients
  rw [hg, norm_add_sq_real, norm_sub_sq_real, norm_smul, norm_smul,
    real_inner_smul_left, real_inner_smul_right, mul_pow, mul_pow,
    Real.norm_eq_abs, Real.norm_eq_abs, sq_abs, sq_abs]
  field_simp
  ring
```

In the proof, `hg` is the additivity of the gradient, obtained by testing against a direction `v`. The rewrites with `norm_add_sq_real` and `norm_sub_sq_real` expand the two squares. Then `field_simp` clears the denominators and `ring` compares the polynomials, which is the cancellation above.

**Q:** The sign is now visible. Where do the logarithmic gradients come in?

**A:** Factor $ab$ out of the vector:
$$b\nabla a-a\nabla b = ab\left(\frac{\nabla a}{a}-\frac{\nabla b}{b}\right).$$
Squaring produces $a^2b^2$, one factor $ab$ cancels against the denominator, and
$$\tau_W^{\mathrm{nad}}[a,b] = -\frac{ab}{8(a+b)}\left\|\frac{\nabla a}{a}-\frac{\nabla b}{b}\right\|^2 .$$

```lean
/-- At a point where both densities are positive and differentiable, the nonadditive Weizsäcker
density is `-a b / (8 (a + b))` times the squared distance between the logarithmic gradients of the
two subsystems. -/
theorem nonadditive_eq_logGradient {a b : E → ℝ} {x : E}
    (ha : DifferentiableAt ℝ a x) (hb : DifferentiableAt ℝ b x)
    (hpa : 0 < a x) (hpb : 0 < b x) :
    nonadditive a b x =
      -(a x * b x / (8 * (a x + b x))) * ‖logGradient a x - logGradient b x‖ ^ 2 := by
  have h1 : a x ≠ 0 := hpa.ne'
  have h2 : b x ≠ 0 := hpb.ne'
  have h3 : a x + b x ≠ 0 := (add_pos hpa hpb).ne'
  have e1 : a x * b x * (a x)⁻¹ = b x := by field_simp
  have e2 : a x * b x * (b x)⁻¹ = a x := by field_simp
  -- factor the product of the densities out of the vector
  have hv : b x • gradient a x - a x • gradient b x =
      (a x * b x) • (logGradient a x - logGradient b x) := by
    unfold logGradient
    rw [smul_sub, smul_smul, smul_smul, e1, e2]
  rw [nonadditive_eq ha hb hpa hpb, hv, norm_smul, mul_pow, Real.norm_eq_abs, sq_abs]
  field_simp
```

The step `hv` is the factorisation; the last lines insert it into the previous theorem and simplify.

The prefactor $ab/(8(a+b))$ is positive and the squared norm is nonnegative, so the whole expression is at most zero. In Lean, `positivity` checks the sign of the product:

```lean
/-- At a point where both densities are positive and differentiable, the nonadditive Weizsäcker
density is at most zero. -/
theorem nonadditive_nonpos {a b : E → ℝ} {x : E}
    (ha : DifferentiableAt ℝ a x) (hb : DifferentiableAt ℝ b x)
    (hpa : 0 < a x) (hpb : 0 < b x) :
    nonadditive a b x ≤ 0 := by
  rw [nonadditive_eq_logGradient ha hb hpa hpb, neg_mul]
  exact neg_nonpos.mpr (by positivity)
```

**Q:** And equality at a point?

**A:** A product vanishes only if one of its factors does. The prefactor is strictly positive, so the norm must be zero, which means $\nabla a/a=\nabla b/b$ at $x$. Conversely, equal logarithmic gradients make the norm zero. The proof splits the product with `mul_eq_zero`, and `linarith` rules out the case of a vanishing prefactor.

```lean
/-- At a point where both densities are positive and differentiable, the nonadditive Weizsäcker
density vanishes exactly when the two subsystems have the same logarithmic gradient there. -/
theorem nonadditive_eq_zero_iff {a b : E → ℝ} {x : E}
    (ha : DifferentiableAt ℝ a x) (hb : DifferentiableAt ℝ b x)
    (hpa : 0 < a x) (hpb : 0 < b x) :
    nonadditive a b x = 0 ↔ logGradient a x = logGradient b x := by
  rw [nonadditive_eq_logGradient ha hb hpa hpb]
  have hc : 0 < a x * b x / (8 * (a x + b x)) := by positivity
  constructor
  · intro h
    rcases mul_eq_zero.mp h with h | h
    · linarith
    · exact sub_eq_zero.mp (norm_eq_zero.mp ((pow_eq_zero_iff two_ne_zero).mp h))
  · intro h
    rw [h]
    simp
```

**Q:** That could happen accidentally, say where both densities have a maximum. What if it vanishes everywhere?

**A:** Then the densities are proportional, provided that both are positive and differentiable on the whole space. Equal logarithmic gradients everywhere mean
$$\nabla(\log b-\log a)=\frac{\nabla b}{b}-\frac{\nabla a}{a}=0$$
at every point. A function on $E$ with zero derivative everywhere is constant, so $\log b(x)-\log a(x)=\log b(0)-\log a(0)$. Exponentiating gives $b(x)=c\,a(x)$ with $c=b(0)/a(0)>0$. In the other direction, $b=ca$ gives $\nabla b=c\nabla a$, and $c$ cancels in $\nabla b/b$.

```lean
/-- For densities positive and differentiable everywhere, the nonadditive Weizsäcker density
vanishes at every point exactly when one density is a constant positive multiple of the other. -/
theorem nonadditive_eq_zero_everywhere_iff {a b : E → ℝ}
    (ha : Differentiable ℝ a) (hb : Differentiable ℝ b)
    (hpa : ∀ x, 0 < a x) (hpb : ∀ x, 0 < b x) :
    (∀ x, nonadditive a b x = 0) ↔ ∃ c : ℝ, 0 < c ∧ ∀ x, b x = c * a x := by
  constructor
  · intro h
    -- the logarithm of the density ratio has zero derivative
    have hd : ∀ x, HasFDerivAt (fun y => Real.log (b y) - Real.log (a y))
        (0 : E →L[ℝ] ℝ) x := by
      intro x
      have hl := (nonadditive_eq_zero_iff (ha x) (hb x) (hpa x) (hpb x)).mp (h x)
      have hz : (b x)⁻¹ • fderiv ℝ b x - (a x)⁻¹ • fderiv ℝ a x = 0 := by
        ext v
        have hv := congrArg (fun w => inner ℝ w v) hl
        simp only [logGradient, real_inner_smul_left, inner_gradient] at hv
        change (b x)⁻¹ * fderiv ℝ b x v - (a x)⁻¹ * fderiv ℝ a x v = 0
        linarith
      rw [← hz]
      exact ((hb x).hasFDerivAt.log (hpb x).ne').fun_sub
        ((ha x).hasFDerivAt.log (hpa x).ne')
    have hconst := is_const_of_fderiv_eq_zero (𝕜 := ℝ)
      (fun x => (hd x).differentiableAt) (fun x => (hd x).fderiv)
    have hc : 0 < b 0 / a 0 := div_pos (hpb 0) (hpa 0)
    refine ⟨b 0 / a 0, hc, fun x => ?_⟩
    have hx : Real.log (b x) - Real.log (a x) = Real.log (b 0) - Real.log (a 0) :=
      hconst x 0
    apply Real.log_injOn_pos (Set.mem_Ioi.mpr (hpb x))
      (Set.mem_Ioi.mpr (mul_pos hc (hpa x)))
    rw [Real.log_mul hc.ne' (hpa x).ne', Real.log_div (hpb 0).ne' (hpa 0).ne']
    linarith
  · rintro ⟨c, hc, h⟩ x
    rw [nonadditive_eq_zero_iff (ha x) (hb x) (hpa x) (hpb x)]
    have hf : fderiv ℝ b x = c • fderiv ℝ a x := by
      rw [show b = fun y => c * a y from funext h]
      exact ((ha x).hasFDerivAt.const_mul c).fderiv
    apply ext_inner_right ℝ
    intro v
    have h1 : a x ≠ 0 := (hpa x).ne'
    have h2 : c ≠ 0 := hc.ne'
    simp only [logGradient, real_inner_smul_left, inner_gradient]
    rw [hf, h x]
    change (a x)⁻¹ * fderiv ℝ a x v = (c * a x)⁻¹ * (c * fderiv ℝ a x v)
    field_simp
```

In the forward half, `hd` is the zero derivative of the logarithmic difference, and `is_const_of_fderiv_eq_zero` supplies the constancy. Instead of exponentiating, Lean uses the injectivity of the logarithm on positive numbers. The reverse half differentiates $c\,a$ and compares the two logarithmic gradients direction by direction.

**Q:** Real densities can have nodes, and cusps at nuclei. Are those covered?

**A:** The pointwise theorems apply wherever both densities are positive and differentiable, so a cusp excludes only its own position. The proportionality theorem is stricter: it assumes both properties at every point, so a density with a nuclear cusp or a zero doesn't satisfy its hypotheses.

**Q:** Show me a case in which the answer isn't zero.

**A:** Take two Gaussians with the same exponent $\alpha$ and centres $A$ and $B$. The chain rule gives
$$\nabla e^{-\alpha\|x-A\|^2} = -2\alpha(x-A)\,e^{-\alpha\|x-A\|^2},$$
so the logarithmic gradient is $-2\alpha(x-A)$. Lean proves this together with differentiability, again by testing against a direction:

```lean
/-- The density `exp (-α |y - A|²)` is differentiable, and its logarithmic gradient at `x`
is `-2 α (x - A)`. -/
theorem gaussian_logGradient (α : ℝ) (A x : E) :
    DifferentiableAt ℝ (gaussian α A) x ∧
      logGradient (gaussian α A) x = (-2 * α) • (x - A) := by
  have h := ((((hasFDerivAt_id (𝕜 := ℝ) x).sub_const A).norm_sq).const_mul (-α)).exp
  have hf : fderiv ℝ (gaussian α A) x = _ := h.fderiv
  refine ⟨h.differentiableAt, ?_⟩
  apply ext_inner_right ℝ
  intro v
  have hv : fderiv ℝ (gaussian α A) x v =
      gaussian α A x * (-α * (2 * inner ℝ (x - A) v)) := by
    rw [hf]
    simp [gaussian, inner_sub_left]
  have hne : gaussian α A x ≠ 0 := (Real.exp_pos _).ne'
  rw [logGradient, real_inner_smul_left, real_inner_smul_left, inner_gradient, hv,
    ← mul_assoc, inv_mul_cancel₀ hne]
  ring
```

The difference of the two logarithmic gradients is
$$-2\alpha(x-A)+2\alpha(x-B)=2\alpha(A-B),$$
which no longer depends on $x$. Its squared norm is $4\alpha^2\|A-B\|^2$, and multiplying by $-ab/(8(a+b))$ gives
$$\tau_W^{\mathrm{nad}}[a,b](x) = -\frac{\alpha^2\|A-B\|^2}{2}\,\frac{a(x)\,b(x)}{a(x)+b(x)} .$$
For $\alpha\neq0$ and $A\neq B$ this is strictly negative at every point. For $A=B$ the two densities coincide and it is zero.

```lean
/-- For two Gaussian densities `a`, `b` with common exponent `α` and centres `A`, `B`, the
nonadditive Weizsäcker density is `-(α² |A - B|² / 2) · a b / (a + b)`. -/
theorem nonadditive_gaussian (α : ℝ) (A B x : E) :
    nonadditive (gaussian α A) (gaussian α B) x =
      -(α ^ 2 * ‖A - B‖ ^ 2 / 2) *
        (gaussian α A x * gaussian α B x / (gaussian α A x + gaussian α B x)) := by
  obtain ⟨dA, gA⟩ := gaussian_logGradient α A x
  obtain ⟨dB, gB⟩ := gaussian_logGradient α B x
  have pA : 0 < gaussian α A x := Real.exp_pos _
  have pB : 0 < gaussian α B x := Real.exp_pos _
  have h3 : gaussian α A x + gaussian α B x ≠ 0 := (add_pos pA pB).ne'
  -- the position drops out of the difference of logarithmic gradients
  have hv : (-2 * α) • (x - A) - (-2 * α) • (x - B) = (2 * α) • (A - B) := by module
  rw [nonadditive_eq_logGradient dA dB pA pB, gA, gB, hv, norm_smul, mul_pow,
    Real.norm_eq_abs, sq_abs]
  field_simp
  try ring

end

end NonadditiveWeizsaecker
```

The tactic `module` carries out the vector subtraction in which $x$ drops out; the rest is substitution into the logarithmic form. The theorem allows any real $\alpha$, although only $\alpha>0$ describes a localised density.

```lean
#print axioms NonadditiveWeizsaecker.nonadditive_nonpos
#print axioms NonadditiveWeizsaecker.nonadditive_eq_zero_iff
#print axioms NonadditiveWeizsaecker.nonadditive_eq_zero_everywhere_iff
#print axioms NonadditiveWeizsaecker.nonadditive_gaussian
```

```
'NonadditiveWeizsaecker.nonadditive_nonpos' depends on axioms: [propext, Classical.choice, Quot.sound]
'NonadditiveWeizsaecker.nonadditive_eq_zero_iff' depends on axioms: [propext, Classical.choice, Quot.sound]
'NonadditiveWeizsaecker.nonadditive_eq_zero_everywhere_iff' depends on axioms: [propext, Classical.choice, Quot.sound]
'NonadditiveWeizsaecker.nonadditive_gaussian' depends on axioms: [propext, Classical.choice, Quot.sound]
```

**Q:** Now my main doubt. In subsystem DFT I need the nonadditive part of the full noninteracting kinetic energy $T_s$. Have you told me its sign?

**A:** No. The result concerns the von Weizsäcker term alone, at a point, for two given densities. Frozen-density embedding with an approximate kinetic functional may contain that term, possibly with a scaled coefficient, and this part of the energy density then has a known sign if the coefficient is positive. Other parts can push the other way: the Thomas-Fermi term, proportional to $n^{5/3}$, has a positive nonadditive part wherever both densities are positive.

The theorems also stop short of the integrated energy and of the embedding potential, which is a functional derivative. If both densities are positive and differentiable at almost every point and the pointwise expression is integrable, its integral is at most zero. Integrability is a separate matter.

**Q:** Where could I use the identity in a program?

**A:** In the loop over grid points that evaluates the nonadditive kinetic energy. The code has $a$, $b$, $\nabla a$ and $\nabla b$ at each point. The direct route evaluates $\tau_W$ three times and subtracts. When the logarithmic gradients nearly agree, those three terms almost cancel, and rounding can leave a small number of the wrong sign. The squared form needs the same input:

1. Form the vector $d=\nabla a/a-\nabla b/b$.
2. Multiply $\|d\|^2$ by $-ab/(8(a+b))$.
3. Add the result to the energy with the grid weight and the functional's coefficient.

Apart from the weight and the coefficient, each contribution is then nonpositive by construction. Where a density is so small that dividing by it is unreliable, the program still needs a cutoff. The Gaussian formula gives a test with a known value at every grid point.

**Q:** So what should I picture when the term is large?

**A:** A product of two factors, an overlap and a mismatch. The factor $ab/(a+b)$ is never larger than the smaller of the two densities, so it measures the overlap, and $\|\nabla a/a-\nabla b/b\|^2$ measures the mismatch in relative slope. A small overlap factor alone doesn't make the term small: for $a=z^2$ near a nodal plane $z=0$ and $b=1$, the overlap factor tends to zero at the plane, but the mismatch grows and the term tends to $-1/2$. In the Gaussian example the mismatch is the same everywhere, and the overlap factor alone decides where the term is felt.
